# Swapping two neighbouring crossings in an independent-crossing cascade shifts population only between those two levels

## Two close levels that may be met in the wrong order

When I work out how a driven state fills a ladder of levels, I sort the crossings by time and go down the list. At each crossing I give the level a share of what is left on the driven state and carry the rest forward. The shares come from Landau-Zener exponents, and the order comes from computed diabatic energies. Two of my levels lie so close that a small error in those energies could put them the wrong way round. The product of all the staying probabilities doesn't care about the order, so the population left on the driven state looks safe. But what happens to the levels? Does a swap disturb only those two, or everything met afterwards as well, and by how much?

## A transfer between the two swapped levels, and nothing else

Only those two levels are affected. The level that is now met earlier gains exactly what the other loses, and that amount is the product of the two transfer probabilities and the population that was on the driven state before both crossings. This holds when the crossings act independently, one after another, on levels that start empty.

Call the driven state the carrier and number the levels $0, 1, \dots, n-1$ in the order in which it meets them. Crossing $j$ has an exponent $g_j \ge 0$, and $e^{-g_j}$ is the probability of staying on the same diabatic state. For a linear crossing with coupling $V_j$ and diabatic energies $E_c$ (carrier) and $E_j$ (level), the Landau-Zener value is

$$g_j = \frac{2\pi V_j^2}{\hbar\,\left|\tfrac{d}{dt}(E_c - E_j)\right|}.$$

Here $g_j$ is the whole exponent, with the factor $2\pi$ included; some texts use the letter for a parameter without it. "Survival" below means staying on the diabatic carrier, not following an adiabatic curve.

**One crossing.** If the carrier holds $C$ and level $j$ holds $L$, with no phase relation between the two, the crossing gives

$$C' = e^{-g_j} C + (1-e^{-g_j})L, \qquad L' = (1-e^{-g_j})C + e^{-g_j}L.$$

**The whole sequence.** Start with $C = 1$ and all levels empty, and let $S_j$ be the carrier population just before crossing $j$, so that $S_0 = 1$. Level $j$ is still empty when it is met, so $L = 0$ and

$$S_{j+1} = e^{-g_j}S_j, \qquad P_j = (1-e^{-g_j})S_j,$$

where $P_j$ is the population that level $j$ receives and keeps. Repeating the first relation gives $S_j = \exp(-\sum_{i<j} g_i)$, hence

$$P_j = (1-e^{-g_j})\exp\Big(-\sum_{i<j} g_i\Big).$$

Since $g_j \ge 0$, both factors are non-negative. Moreover $P_j = S_j - S_{j+1}$, so the sum telescopes to $\sum_{j<n} P_j = S_0 - S_n = 1 - S_n$, and everything adds to one.

**The swap.** Take neighbouring crossings $k$ and $k+1$ and write $a = e^{-g_k}$, $b = e^{-g_{k+1}}$. In the original order the two levels receive

$$P_k = (1-a)S_k, \qquad P_{k+1} = (1-b)\,a\,S_k.$$

If the second level is met first, it receives $(1-b)S_k$, and the other receives $(1-a)\,b\,S_k$. The gain and the loss are

$$(1-b)S_k - (1-b)aS_k = (1-a)S_k - (1-a)bS_k = (1-a)(1-b)S_k.$$

After both crossings the carrier holds $ab\,S_k$ in either order, so later levels see no difference, and earlier ones were filled before the swap matters. If both exponents are positive, then $a, b < 1$ and the transfer is strictly positive. As $S_k > 0$, it vanishes exactly when $a = 1$ or $b = 1$, that is, when one of the exponents is zero.

**In a calculation.** Keep a running survival $S$, initially 1. At each crossing, store $(1-e^{-g_j})S$ for the level and replace $S$ by $e^{-g_j}S$. Suppose two levels have staying probabilities $0.5$ and $0.8$. Met in that order, they receive $0.5$ and $0.1$, and $0.4$ survives. In the reverse order, the first level receives $0.4$ and the second $0.2$, and again $0.4$ survives. The shift is $0.5 \times 0.2 = 0.1$. For two weak crossings it is roughly $g_k\,g_{k+1}\,S_k$, so an uncertain order then matters only at second order in the exponents.

The Lean file starts from the rule for one crossing and derives the populations from it.

```lean
import Mathlib

open Finset

namespace CrossingCascade

noncomputable section

/-- One crossing with exponent `g` between the carrier (population `x.1`) and level `k` (population
`x.2 k`): for `g ≥ 0`, a fraction `exp (-g)` of each stays, the rest is exchanged. -/
def cross (g : ℝ) (k : ℕ) (x : ℝ × (ℕ → ℝ)) : ℝ × (ℕ → ℝ) :=
  (Real.exp (-g) * x.1 + (1 - Real.exp (-g)) * x.2 k,
    Function.update x.2 k ((1 - Real.exp (-g)) * x.1 + Real.exp (-g) * x.2 k))

/-- The populations after the carrier, initially full, has met the initially empty levels
`0, …, n - 1` in this order. -/
def cascade (g : ℕ → ℝ) : ℕ → ℝ × (ℕ → ℝ)
  | 0 => (1, fun _ => 0)
  | n + 1 => cross (g n) n (cascade g n)

/-- The population left on the carrier after `n` crossings. -/
def survival (g : ℕ → ℝ) (n : ℕ) : ℝ := (cascade g n).1

/-- The population of level `j` after `n` crossings. -/
def population (g : ℕ → ℝ) (n j : ℕ) : ℝ := (cascade g n).2 j

/-- The exponents of the cascade in which the crossings at positions `k` and `k + 1` have
exchanged their order. -/
def exchange (g : ℕ → ℝ) (k i : ℕ) : ℝ := g (Equiv.swap k (k + 1) i)

/-- Iterating the crossing rule gives the exponential survival of the carrier and the
population of every level; levels not yet met are empty. -/
theorem cascade_closed_form (g : ℕ → ℝ) (n : ℕ) :
    survival g n = Real.exp (-∑ i ∈ range n, g i) ∧
    ∀ j, population g n j =
      if j < n then (1 - Real.exp (-g j)) * Real.exp (-∑ i ∈ range j, g i) else 0 := by
  induction n with
  | zero => simp [survival, population, cascade]
  | succ n ih =>
    obtain ⟨hs, hp⟩ := ih
    -- level `n` is still empty when the carrier meets it
    have hn : population g n n = 0 := by rw [hp]; simp
    constructor
    · have step : survival g (n + 1) = Real.exp (-g n) * survival g n
          + (1 - Real.exp (-g n)) * population g n n := rfl
      rw [step, hn, hs, sum_range_succ, neg_add, Real.exp_add]
      ring
    · intro j
      have step : population g (n + 1) j = Function.update (population g n) n
          ((1 - Real.exp (-g n)) * survival g n
            + Real.exp (-g n) * population g n n) j := rfl
      rw [step, hn, hs]
      by_cases h : j = n
      · subst h
        simp
      · rw [Function.update_of_ne h, hp]
        have hj : j < n + 1 ↔ j < n := by omega
        simp only [hj]

/-- The populations of the carrier and of the `n` levels it has met add to one. -/
theorem total_population (g : ℕ → ℝ) (n : ℕ) :
    survival g n + ∑ j ∈ range n, population g n j = 1 := by
  have key : ∀ m : ℕ, Real.exp (-∑ i ∈ range m, g i)
      + ∑ j ∈ range m, (1 - Real.exp (-g j)) * Real.exp (-∑ i ∈ range j, g i) = 1 := by
    intro m
    induction m with
    | zero => simp
    | succ m ih =>
      have e : Real.exp (-∑ i ∈ range (m + 1), g i)
          = Real.exp (-g m) * Real.exp (-∑ i ∈ range m, g i) := by
        rw [sum_range_succ, neg_add, Real.exp_add, mul_comm]
      rw [e, sum_range_succ]
      linear_combination ih
  rw [(cascade_closed_form g n).1, ← key n]
  congr 1
  refine sum_congr rfl fun j hj => ?_
  rw [(cascade_closed_form g n).2 j, if_pos (mem_range.mp hj)]

/-- For non-negative exponents the cascade yields a probability distribution: level `j` holds
`(1 - exp (-g j))` times the survival of all earlier crossings, no population is negative,
and together with the survival `exp (-∑ g)` they add to one. -/
theorem cascade_distribution (g : ℕ → ℝ) (n : ℕ) (hg : ∀ j < n, 0 ≤ g j) :
    survival g n = Real.exp (-∑ i ∈ range n, g i) ∧
    (∀ j < n, population g n j
        = (1 - Real.exp (-g j)) * Real.exp (-∑ i ∈ range j, g i) ∧
      0 ≤ population g n j) ∧
    survival g n + ∑ j ∈ range n, population g n j = 1 := by
  refine ⟨(cascade_closed_form g n).1, fun j hj => ?_, total_population g n⟩
  have hp := (cascade_closed_form g n).2 j
  rw [if_pos hj] at hp
  refine ⟨hp, ?_⟩
  rw [hp]
  have h1 : Real.exp (-g j) ≤ 1 := Real.exp_le_one_iff.mpr (by linarith [hg j hj])
  exact mul_nonneg (by linarith) (Real.exp_pos _).le

/-- Exchanging two neighbouring crossings leaves the summed exponent unchanged up to any
position before both or after both. -/
theorem sum_exchange (g : ℕ → ℝ) (k m : ℕ) (h : m ≤ k ∨ k + 2 ≤ m) :
    ∑ i ∈ range m, exchange g k i = ∑ i ∈ range m, g i := by
  have before : ∀ l ≤ k, ∑ i ∈ range l, exchange g k i = ∑ i ∈ range l, g i := by
    intro l hl
    refine sum_congr rfl fun i hi => ?_
    have hi' := mem_range.mp hi
    unfold exchange
    rw [Equiv.swap_apply_of_ne_of_ne (by omega) (by omega)]
  rcases h with h | h
  · exact before m h
  · induction m, h using Nat.le_induction with
    | base =>
      have h0 : exchange g k k = g (k + 1) := by simp [exchange]
      have h1 : exchange g k (k + 1) = g k := by simp [exchange]
      rw [show k + 2 = (k + 1) + 1 from rfl]
      simp only [sum_range_succ, before k le_rfl, h0, h1]
      ring
    | succ m hm ih =>
      have h2 : exchange g k m = g m := by
        unfold exchange
        rw [Equiv.swap_apply_of_ne_of_ne (by omega) (by omega)]
      rw [sum_range_succ, sum_range_succ, ih, h2]

/-- Exchanging the crossings `k` and `k + 1` moves the population
`(1 - exp (-g k)) (1 - exp (-g (k + 1)))` times the survival before both
from the level now met later to the level now met earlier. -/
theorem exchange_transfer (g : ℕ → ℝ) {n k : ℕ} (h : k + 1 < n) :
    population (exchange g k) n k = population g n (k + 1)
      + (1 - Real.exp (-g k)) * (1 - Real.exp (-g (k + 1))) * survival g k ∧
    population (exchange g k) n (k + 1) = population g n k
      - (1 - Real.exp (-g k)) * (1 - Real.exp (-g (k + 1))) * survival g k := by
  have hk : k < n := by omega
  have h0 : exchange g k k = g (k + 1) := by simp [exchange]
  have h1 : exchange g k (k + 1) = g k := by simp [exchange]
  simp only [(cascade_closed_form _ _).1, (cascade_closed_form _ _).2, if_pos h, if_pos hk,
    sum_range_succ, sum_exchange g k k (Or.inl le_rfl), h0, h1, neg_add, Real.exp_add]
  constructor <;> ring

/-- Exchanging two neighbouring crossings changes neither the final survival of the carrier
nor the population of any other level. -/
theorem exchange_spectators (g : ℕ → ℝ) {n k : ℕ} (h : k + 1 < n) :
    survival (exchange g k) n = survival g n ∧
    ∀ j, j ≠ k → j ≠ k + 1 → population (exchange g k) n j = population g n j := by
  constructor
  · rw [(cascade_closed_form _ n).1, (cascade_closed_form _ n).1,
      sum_exchange g k n (Or.inr (by omega))]
  · intro j hj hj'
    have h2 : exchange g k j = g j := by
      unfold exchange
      rw [Equiv.swap_apply_of_ne_of_ne hj hj']
    rw [(cascade_closed_form _ n).2, (cascade_closed_form _ n).2,
      sum_exchange g k j (by omega), h2]

/-- If two neighbouring crossings have positive exponents, exchanging their order strictly
raises the population of the level now met earlier and strictly lowers that of the other. -/
theorem exchange_strict (g : ℕ → ℝ) {n k : ℕ} (h : k + 1 < n)
    (ha : 0 < g k) (hb : 0 < g (k + 1)) :
    population g n (k + 1) < population (exchange g k) n k ∧
    population (exchange g k) n (k + 1) < population g n k := by
  have hs : 0 < survival g k := by
    rw [(cascade_closed_form g k).1]
    exact Real.exp_pos _
  have ea : Real.exp (-g k) < 1 := Real.exp_lt_one_iff.mpr (by linarith)
  have eb : Real.exp (-g (k + 1)) < 1 := Real.exp_lt_one_iff.mpr (by linarith)
  have hD := mul_pos (mul_pos (sub_pos.mpr ea) (sub_pos.mpr eb)) hs
  obtain ⟨h1, h2⟩ := exchange_transfer g h
  constructor <;> linarith

/-- The level first met at position `k` keeps its population when the crossings `k` and
`k + 1` are exchanged exactly if one of the two exponents vanishes. -/
theorem exchange_eq_iff (g : ℕ → ℝ) {n k : ℕ} (h : k + 1 < n) :
    population (exchange g k) n (k + 1) = population g n k ↔ g k = 0 ∨ g (k + 1) = 0 := by
  have hs : survival g k ≠ 0 := by
    rw [(cascade_closed_form g k).1]
    exact (Real.exp_pos _).ne'
  have key : ∀ x : ℝ, 1 - Real.exp (-x) = 0 ↔ x = 0 := by
    intro x
    constructor
    · intro hx
      have h2 : Real.exp (-x) = 1 := by linarith
      rw [Real.exp_eq_one_iff] at h2
      linarith
    · intro hx
      simp [hx]
  rw [(exchange_transfer g h).2, sub_eq_self, mul_eq_zero, or_iff_left hs, mul_eq_zero,
    key, key]

end

end CrossingCascade
```

```lean
#print axioms CrossingCascade.cascade_distribution
-- 'CrossingCascade.cascade_distribution' depends on axioms: [propext, Classical.choice, Quot.sound]
#print axioms CrossingCascade.exchange_spectators
-- 'CrossingCascade.exchange_spectators' depends on axioms: [propext, Classical.choice, Quot.sound]
#print axioms CrossingCascade.exchange_strict
-- 'CrossingCascade.exchange_strict' depends on axioms: [propext, Classical.choice, Quot.sound]
#print axioms CrossingCascade.exchange_eq_iff
-- 'CrossingCascade.exchange_eq_iff' depends on axioms: [propext, Classical.choice, Quot.sound]
```

**What the definitions say.** A state of the system is a pair `x`: the number `x.1` is the carrier population, and the function `x.2` gives the population of every level. `cross g k x` is the two-state rule above, applied to the carrier and level `k`; all other levels are left alone. `cascade g n` applies it for levels $0$ to $n-1$, starting from a full carrier. The sequence `g` is defined for all natural numbers, but only its first $n$ entries enter. `survival g n` is $S_n$, and `population g n j` is the population of level $j$ after $n$ crossings, which is zero if the level hasn't been met yet.

**What the theorems say.** `cascade_closed_form` gives the exponential formulas, and `total_population` says that the populations add to one. Both are identities for real exponents of any sign. `cascade_distribution` collects them and adds that no population is negative; this is where $g_j \ge 0$ is used. With no crossings, the carrier simply holds everything.

The other results concern a swap and assume `k + 1 < n`, so both crossings take place and there are at least two levels. `exchange_transfer` gives the exact amount moved, and `exchange_spectators` says that the final survival and all other levels are unchanged. `exchange_strict` gives the two strict inequalities for positive exponents; the simplest case, two levels only, is $n = 2$, $k = 0$. `exchange_eq_iff` says that the level first met at position $k$ keeps its population exactly when one of the two exponents vanishes.

**Positions are not levels.** The index in `population` is a position in the sequence. After the swap, position $k$ belongs to the level that used to be at $k+1$. That is why the theorems compare `population (exchange g k) n k` with `population g n (k + 1)`. If you compare equal positions instead, two levels with the same exponent seem to show no effect at all: the first position receives the same share either way. Yet each physical level has changed its population whenever that common exponent is positive.

**From the model to your system.** The step that the hypotheses leave to you is the independence of the crossings. It is justified if each transition is complete before the next begins, with an exponent that depends on that pair of states alone. Two very close levels need care here, because the carrier may still be exchanging population with one when it reaches the other. Such an overlap doesn't always spoil the result: if the carrier's energy changes linearly in time and it crosses distinct parallel levels, coupled only to it by constant couplings, the populations long after the sweep still follow the same formulas. The model also works with probabilities, not amplitudes. In a single one-way sweep of independent crossings this loses nothing for the final populations, since only one path leads from the carrier to each final state. If the carrier is swept back through the same levels, several paths can interfere and the phases matter.

Within this independent, one-way model, the result tells you how an uncertain ordering of diabatic energies from an electronic-structure calculation affects the final populations: with each level's exponent held fixed, the carrier's survival is insensitive to it, while the two levels concerned are affected whenever both their exponents are positive.

**How the formulas are proved.** `cascade_closed_form` is an induction on the number of crossings. The line `hn` records that level $n$ is empty when it is met, and the two `step` equations unfold one application of the crossing rule. For the survival, `Real.exp_add` turns the extra exponent into an extra factor. For the levels, the case $j = n$ gives the newly filled one, and every other level keeps its earlier value. `total_population` does the telescoping as a second induction: the newly filled level holds precisely what the carrier has lost, and `linear_combination ih` closes the step. Non-negativity in `cascade_distribution` comes from $e^{-g_j} \le 1$ and a product of non-negative factors.

For the swap, `sum_exchange` shows that the summed exponent is the same up to any position before both crossings or after both. Before them, the terms agree one by one. Just after them, the same two numbers have been added in the other order, and an induction from $k+2$ carries the equality onwards. The one sum that can change, which includes only the first of the two crossings, is excluded by the hypothesis.

`exchange_transfer` then inserts the closed forms, splits the exponentials into factors, and leaves to `ring` the algebra done above with $a$, $b$ and $S_k$. `exchange_spectators` needs only the closed forms and `sum_exchange`, because an untouched level has the same exponent and the same sum before it. `exchange_strict` shows that all three factors of the transferred amount are positive, and `linarith` reads off both inequalities. In `exchange_eq_iff`, an unchanged population means that this product is zero; the survival factor is never zero, so one of the others must be, and `key` turns $1 - e^{-x} = 0$ into $x = 0$.
